# The scalar ring-CCD iteration with denominator 2a converges from zero amplitude to the physical Riccati root when 0 < b ≤ a

A ring-CCD loop whose amplitudes have stopped changing has not thereby found the right solution. Even with a single excitation, the amplitude equation at nonzero coupling has two real solutions below the instability threshold, and only one of them gives the RPA correlation energy. Just beyond the threshold there is no real solution at all, yet the updates can become so small that a loose stopping test accepts an amplitude that solves nothing.

For one excitation with diagonal element a and coupling b to the corresponding de-excitation, both real, the equation for the amplitude t is the scalar Riccati equation

b + 2at + bt² = 0.

The iteration studied here evaluates the quadratic term at the previous amplitude and divides by the full 2a. If 0 < b ≤ a, this iteration, started from t = 0, decreases strictly, stays above −1 and converges to the physical solution. For positive a and b, it has a finite limit only under this condition.

```lean
import Mathlib

open Filter Topology

namespace RingCCDIteration

noncomputable section
```

## The update and its target

Leave the linear term on the left, evaluate the quadratic term at the previous amplitude, and divide by 2a. One update is then

t ↦ −b(1 + t²)/(2a).

In Lean this is a function of three real numbers. The elements a and b are given parameters, not computed from a Hamiltonian.

```lean
/-- One update of the scalar ring-CCD amplitude, with the quadratic term taken from the
previous amplitude; the domain is `a ≠ 0`. -/
def riccatiStep (a b t : ℝ) : ℝ := -b * (1 + t ^ 2) / (2 * a)
```

Write t(n) for the amplitude after n updates, with t(0) = 0. This is `amplitude a b n`, defined by recursion on n.

```lean
/-- The ring-CCD amplitudes obtained by repeated updates from the zero amplitude
(domain `a ≠ 0`). -/
def amplitude (a b : ℝ) : ℕ → ℝ
  | 0 => 0
  | n + 1 => riccatiStep a b (amplitude a b n)
```

Take a > 0 and b ≠ 0 with b² ≤ a², and let w = √(a² − b²), which is the RPA excitation energy of the model. The solutions of the Riccati equation are (−a ± w)/b. The physical one is

r = (w − a)/b,

the ratio Y/X of de-excitation to excitation component in the RPA eigenvector with energy w. It tends to zero when the coupling is switched off. For positive a and b, the condition b ≤ a says that w² is not negative, so the reference state has no RPA instability; at b = a the excitation energy vanishes. Lean's square root returns 0 for negative arguments, so `physicalRoot` carries this meaning only for b ≤ a.

```lean
/-- The physical root `(√(a² - b²) - a) / b` of the scalar Riccati equation, for `a > 0`, `b ≠ 0`
and `b² ≤ a²`. -/
def physicalRoot (a b : ℝ) : ℝ := (√(a ^ 2 - b ^ 2) - a) / b
```

## Strict decrease from zero

Multiplying the update by 2a removes the fraction:

2a t(n+1) = −b(1 + t(n)²).

The later proofs use the recursion in this form. The theorem assumes a > 0; the proof uses only a ≠ 0, which lets `field_simp` clear the denominator.

```lean
variable {a b : ℝ}

/-- For `a > 0` successive amplitudes satisfy the Riccati equation with the linear term new and the
quadratic term old. -/
theorem amplitude_succ (ha : 0 < a) (n : ℕ) :
    2 * a * amplitude a b (n + 1) = -b * (1 + amplitude a b n ^ 2) := by
  have ha' : a ≠ 0 := ha.ne'
  show 2 * a * (-b * (1 + amplitude a b n ^ 2) / (2 * a)) = _
  field_simp
```

For positive a and b the right-hand side is negative, so t(n+1) < 0. Together with t(0) = 0 this gives t(n) ≤ 0 for every n. Lean separates the zero case from the successor case and refutes a positive amplitude by comparing signs in the recursion.

```lean
/-- For positive `a` and `b` no amplitude of the iteration is positive. -/
theorem amplitude_nonpos (ha : 0 < a) (hb : 0 < b) (n : ℕ) : amplitude a b n ≤ 0 := by
  cases n with
  | zero => simp [amplitude]
  | succ k =>
    have h := amplitude_succ (b := b) ha k
    by_contra hc
    nlinarith [mul_pos ha (not_le.1 hc), mul_nonneg hb.le (sq_nonneg (amplitude a b k))]
```

The first update gives t(1) = −b/(2a) < 0 = t(0). Suppose now that t(k+1) < t(k). Subtracting two consecutive recursions gives

2a (t(k+2) − t(k+1)) = −b (t(k+1)² − t(k)²)

= −b (t(k) − t(k+1)) (−t(k) − t(k+1)).

The first bracket is positive by the induction hypothesis. The second is positive because t(k+1) < t(k) ≤ 0. Hence t(k+2) < t(k+1). `StrictAnti` is Lean's word for a strictly decreasing function, and `hp` in the proof is the positive product of b with the two brackets.

```lean
/-- For positive `a` and `b` each update strictly lowers the amplitude. -/
theorem amplitude_strictAnti (ha : 0 < a) (hb : 0 < b) : StrictAnti (amplitude a b) := by
  apply strictAnti_nat_of_succ_lt
  intro n
  induction n with
  | zero =>
    have h := amplitude_succ (b := b) ha 0
    have h0 : amplitude a b 0 = 0 := rfl
    rw [h0] at h ⊢
    by_contra hc
    nlinarith [mul_nonneg ha.le (not_lt.1 hc)]
  | succ k ih =>
    have h1 := amplitude_succ (b := b) ha k
    have h2 := amplitude_succ (b := b) ha (k + 1)
    have h0 := amplitude_nonpos ha hb k
    -- a lower nonpositive amplitude has a larger square
    have hp := mul_pos hb (mul_pos (sub_pos.2 ih)
      (by linarith : 0 < -amplitude a b k - amplitude a b (k + 1)))
    by_contra hc
    nlinarith [mul_nonneg ha.le (sub_nonneg.2 (not_lt.1 hc))]
```

## Where the physical root lies

The definition of r gives the product that appears in most of the algebra below:

br = w − a.

```lean
/-- For `b > 0` the product `b * physicalRoot a b` equals `√(a² - b²) - a`. -/
theorem mul_physicalRoot (hb : 0 < b) :
    b * physicalRoot a b = √(a ^ 2 - b ^ 2) - a := by
  have hb' : b ≠ 0 := hb.ne'
  unfold physicalRoot
  field_simp
```

To check the Riccati equation, multiply it by b and insert this product:

b(b + 2ar + br²) = b² + 2a(w − a) + (w − a)² = b² + w² − a² = 0.

Since b ≠ 0, the bracket vanishes. For the bounds, b ≤ a gives

(a − b)² − w² = −2b(a − b) ≤ 0,

so a − b ≤ w. Also w² = a² − b² < a², so w < a. Together these say −b ≤ w − a < 0, and division by b gives −1 ≤ r < 0.

In the proof, `generalize` replaces the square root and the root by plain variables w and r. The inequalities `hlow` and `hupp` are the two bounds on w, and `linear_combination` verifies the polynomial identity.

```lean
/-- For `0 < b ≤ a` the physical root solves the Riccati equation and lies in `[-1, 0)`. -/
theorem physicalRoot_spec (hb : 0 < b) (hba : b ≤ a) :
    b + 2 * a * physicalRoot a b + b * physicalRoot a b ^ 2 = 0 ∧
      -1 ≤ physicalRoot a b ∧ physicalRoot a b < 0 := by
  have hr := mul_physicalRoot (a := a) hb
  have hw0 := Real.sqrt_nonneg (a ^ 2 - b ^ 2)
  have hw2 : √(a ^ 2 - b ^ 2) ^ 2 = a ^ 2 - b ^ 2 := Real.sq_sqrt (by nlinarith)
  generalize √(a ^ 2 - b ^ 2) = w at hr hw0 hw2
  generalize physicalRoot a b = r at hr ⊢
  have hlow : a - b ≤ w := by
    by_contra hc
    have hc' := not_le.1 hc
    nlinarith [mul_pos (sub_pos.2 hc') (by linarith : 0 < a - b + w),
      mul_nonneg hb.le (sub_nonneg.2 hba)]
  have hupp : w < a := by
    by_contra hc
    have hc' := not_lt.1 hc
    nlinarith [mul_nonneg (sub_nonneg.2 hc') (by linarith : 0 ≤ w + a), mul_pos hb hb]
  refine ⟨?_, ?_, ?_⟩
  · apply mul_left_cancel₀ hb.ne'
    linear_combination (b * r + w - a + 2 * a) * hr + hw2
  · by_contra hc
    nlinarith [mul_pos hb (sub_pos.2 (not_le.1 hc))]
  · by_contra hc
    nlinarith [mul_nonneg hb.le (not_lt.1 hc)]
```

## How fast the error shrinks

Let e(n) = t(n) − r. The root satisfies 2ar = −b(1 + r²), and subtracting this from the recursion gives

2a e(k+1) = −b(t(k)² − r²) = b e(k) (−r − t(k)).

Initially e(0) = −r > 0. If e(k) > 0, the right-hand side is positive, because −r > 0 and −t(k) ≥ 0. Every amplitude therefore lies above the root.

For the rate, write −r − t(k) = −2r − e(k) and use −br = a − w. With q = 1 − w/a this becomes

a e(k+1) = a q e(k) − (b/2) e(k)².

The last term only lowers the error, so e(k+1) ≤ q e(k). Since q ≥ 0, induction gives

0 < e(n) ≤ qⁿ (−r).

The identity called `e` in the Lean proof is the equation for a e(k+1), and the `calc` block is the induction step for the bound. Near the threshold w is small and q is close to 1, so the guaranteed reduction per update is weak. At b = a we have q = 1, and the bound no longer forces convergence.

```lean
/-- For `0 < b ≤ a` every amplitude lies above the physical root, and its error after `n`
updates is at most the initial error times `(1 - √(a² - b²) / a) ^ n`. -/
theorem amplitude_error (hb : 0 < b) (hba : b ≤ a) (n : ℕ) :
    0 < amplitude a b n - physicalRoot a b ∧
      amplitude a b n - physicalRoot a b ≤
        (1 - √(a ^ 2 - b ^ 2) / a) ^ n * (-physicalRoot a b) := by
  have ha : 0 < a := hb.trans_le hba
  have ha' : a ≠ 0 := ha.ne'
  obtain ⟨hr, -, hneg⟩ := physicalRoot_spec hb hba
  have hbr := mul_physicalRoot (a := a) hb
  have hw : a * (√(a ^ 2 - b ^ 2) / a) = √(a ^ 2 - b ^ 2) := by field_simp
  have hq : a * (1 - √(a ^ 2 - b ^ 2) / a) = -(b * physicalRoot a b) := by
    linear_combination -hw + hbr
  generalize 1 - √(a ^ 2 - b ^ 2) / a = q at hq ⊢
  generalize physicalRoot a b = r at hr hneg hq ⊢
  have hq0 : 0 ≤ q := by
    by_contra hc
    nlinarith [mul_pos ha (neg_pos.2 (not_le.1 hc)), mul_pos hb (neg_pos.2 hneg)]
  induction n with
  | zero => simp [amplitude, hneg]
  | succ k ih =>
    obtain ⟨hpos, hle⟩ := ih
    have h := amplitude_succ (b := b) ha k
    have h0 := amplitude_nonpos ha hb k
    constructor
    · have hp := mul_pos hb (mul_pos hpos (by linarith : 0 < -r - amplitude a b k))
      by_contra hc
      nlinarith [mul_nonneg ha.le (neg_nonneg.2 (not_lt.1 hc))]
    · -- after one update the error is at most q times the previous error
      have e : a * (q * (amplitude a b k - r)) - a * (amplitude a b (k + 1) - r)
          = b / 2 * (amplitude a b k - r) ^ 2 := by
        linear_combination (amplitude a b k - r) * hq - h / 2 + hr / 2
      have e0 : 0 ≤ b / 2 * (amplitude a b k - r) ^ 2 := by positivity
      calc amplitude a b (k + 1) - r ≤ q * (amplitude a b k - r) :=
            le_of_mul_le_mul_left (by linarith) ha
        _ ≤ q * (q ^ k * (-r)) := mul_le_mul_of_nonneg_left hle hq0
        _ = q ^ (k + 1) * (-r) := by ring
```

## Convergence, including the threshold

The case b = a is reached through the limit itself. If t(n) tends to a finite L, then so does t(n+1), and the recursion becomes

2aL = −b(1 + L²).

Any limit is therefore a solution of the Riccati equation. In Lean, `Tendsto (amplitude a b) atTop (𝓝 L)` says that the amplitudes approach L as n grows. The proof computes the limit of each side of the recursion and uses uniqueness of limits.

```lean
/-- For `a > 0` any limit of the amplitude iteration solves the scalar Riccati equation. -/
theorem limit_solves_riccati (ha : 0 < a) {L : ℝ}
    (h : Tendsto (amplitude a b) atTop (𝓝 L)) : b + 2 * a * L + b * L ^ 2 = 0 := by
  have h1 : Tendsto (fun n => 2 * a * amplitude a b (n + 1)) atTop (𝓝 (2 * a * L)) :=
    (h.comp (tendsto_add_atTop_nat 1)).const_mul (2 * a)
  have h2 : Tendsto (fun n => -b * (1 + amplitude a b n ^ 2)) atTop
      (𝓝 (-b * (1 + L ^ 2))) := ((h.pow 2).const_add 1).const_mul (-b)
  have e := tendsto_nhds_unique h1 (h2.congr fun n => (amplitude_succ ha n).symm)
  linear_combination e
```

For 0 < b ≤ a the amplitudes decrease and are bounded below by r, so they have a limit L ≥ r. Both L and r solve the Riccati equation, and the difference of the two equations factors:

(L − r)(b(L + r) + 2a) = 0.

If L were larger than r, then r ≥ −1 would give L + r > −2, and hence

b(L + r) + 2a > 2a − 2b ≥ 0.

Both factors would be positive, which is impossible. So L = r. The bound t(n) > −1 follows from t(n) > r ≥ −1.

The theorem states the three conclusions together: strict decrease, the lower bound for every n, and convergence. The hypotheses are `hb : 0 < b` and `hba : b ≤ a`, which imply a > 0. In the proof the limit first appears as the infimum `⨅ n, amplitude a b n`, and `heq` identifies it with the root.

```lean
/-- For `0 < b ≤ a` the ring-CCD amplitudes decrease strictly, stay above `-1` and converge
to the physical root of the Riccati equation. -/
theorem amplitude_converges (hb : 0 < b) (hba : b ≤ a) :
    StrictAnti (amplitude a b) ∧ (∀ n, -1 < amplitude a b n) ∧
      Tendsto (amplitude a b) atTop (𝓝 (physicalRoot a b)) := by
  have ha : 0 < a := hb.trans_le hba
  have hanti := amplitude_strictAnti ha hb
  obtain ⟨hr, hr1, -⟩ := physicalRoot_spec hb hba
  have hlow : ∀ n, physicalRoot a b ≤ amplitude a b n := fun n =>
    (sub_pos.1 (amplitude_error hb hba n).1).le
  refine ⟨hanti, fun n => by linarith [(amplitude_error hb hba n).1], ?_⟩
  have hbdd : BddBelow (Set.range (amplitude a b)) :=
    ⟨physicalRoot a b, by rintro _ ⟨n, rfl⟩; exact hlow n⟩
  have hlim := tendsto_atTop_ciInf hanti.antitone hbdd
  have hL := limit_solves_riccati ha hlim
  have hge := ge_of_tendsto' hlim hlow
  -- a limit strictly above the physical root would contradict b ≤ a
  have heq : (⨅ n, amplitude a b n) = physicalRoot a b := by
    generalize (⨅ n, amplitude a b n) = L at hL hge ⊢
    by_contra hne
    have hlt : physicalRoot a b < L := lt_of_le_of_ne hge (Ne.symm hne)
    have hz : (L - physicalRoot a b) * (b * (L + physicalRoot a b) + 2 * a) = 0 := by
      linear_combination hL - hr
    have hp : 0 < b * (L + physicalRoot a b) + 2 * a := by
      nlinarith [mul_pos hb (by linarith : 0 < L + physicalRoot a b + 2)]
    exact (mul_pos (sub_pos.2 hlt) hp).ne' hz
  rwa [heq] at hlim
```

Beyond the threshold there is nothing to converge to. Multiplying the equation for a limit by b and completing the square gives

(bL + a)² + (b² − a²) = 0.

For b > a the left-hand side is positive, so no real L exists. The same square shows how the loop can mislead. An update from t lowers the amplitude by

[(bt + a)² + b² − a²]/(2ab),

which is small near t = −a/b when b is only slightly larger than a.

The theorem is an equivalence for positive a and b: a finite limit exists exactly when b ≤ a.

```lean
/-- For positive `a` and `b` the amplitude iteration has a finite limit exactly when
`b ≤ a`. -/
theorem converges_iff (ha : 0 < a) (hb : 0 < b) :
    (∃ L, Tendsto (amplitude a b) atTop (𝓝 L)) ↔ b ≤ a := by
  constructor
  · rintro ⟨L, hL⟩
    by_contra hc
    have e := limit_solves_riccati ha hL
    have hs : (b * L + a) ^ 2 + (b - a) * (b + a) = 0 := by linear_combination b * e
    nlinarith [sq_nonneg (b * L + a), mul_pos (sub_pos.2 (not_le.1 hc)) (add_pos hb ha)]
  · exact fun h => ⟨_, (amplitude_converges hb h).2.2⟩
```

## The correlation energy

With the prefactor 1/2 of the RPA plasmon formula, the correlation energy belonging to an amplitude t is bt/2. Since br = w − a,

b t(n)/2 → (w − a)/2,

which is half the difference between the RPA excitation energy and the diagonal element. For this single-excitation model, this ring-CCD loop started from zero thus reproduces the RPA correlation energy up to and including the instability threshold. Lean obtains the limit by multiplying the amplitude limit by b and dividing by 2.

```lean
/-- For `0 < b ≤ a` the correlation energies `b t / 2` along the iteration converge to
`(√(a² - b²) - a) / 2`. -/
theorem energy_converges (hb : 0 < b) (hba : b ≤ a) :
    Tendsto (fun n => b * amplitude a b n / 2) atTop
      (𝓝 ((√(a ^ 2 - b ^ 2) - a) / 2)) := by
  have h := ((amplitude_converges hb hba).2.2.const_mul b).div_const 2
  rwa [mul_physicalRoot hb] at h

end

end RingCCDIteration
```

```lean
#print axioms RingCCDIteration.amplitude_converges
#print axioms RingCCDIteration.converges_iff
#print axioms RingCCDIteration.energy_converges
```

```
'RingCCDIteration.amplitude_converges' depends on axioms: [propext, Classical.choice, Quot.sound]
'RingCCDIteration.converges_iff' depends on axioms: [propext, Classical.choice, Quot.sound]
'RingCCDIteration.energy_converges' depends on axioms: [propext, Classical.choice, Quot.sound]
```

## Negative coupling, other denominators, many excitations

The same argument with the inequalities reversed covers −a ≤ b < 0. Changing the sign of b changes the sign of every amplitude, so the sequence then rises strictly, stays below 1 and converges to (w − a)/b. The energies bt/2 are unchanged.

Coupled-cluster programs commonly divide by orbital-energy differences, which are only part of the diagonal element. Split a = d + k, where d > 0 is an orbital-energy difference and k is the interaction part, and iterate

t ↦ −(b + 2kt + bt²)/(2d).

The fixed points are the same, but the slope of the update at r is now 1 − w/d. If w > d, errors close to the root alternate in sign, so the monotone argument fails. If w > 2d, the root repels nearby amplitudes, even though the Riccati equation still has its physical solution. The convergence criterion b ≤ a therefore belongs to the update with the full 2a in the denominator.

With several excitations, a, b and t become matrices, and the order of the products matters. The scalar factorisations used above do not carry over as they stand, and the theorems make no statement about that case. They also concern exact real arithmetic, without rounding or convergence acceleration.
